# The unnormalised three-mode Fourier matrix has permanent −3, and its rows 0, 0, 1 give permanent 0

Three indistinguishable, non-interacting bosons enter a lossless three-mode Fourier interferometer, one in each input mode, and we ask which outputs can occur. An output is described here by a map \(f\) that sends each boson label \(i\) to an output mode \(f(i)\). The labels are bookkeeping: maps that differ only by a relabelling of the bosons describe the same occupation numbers. The amplitude is taken to be a permanent built from an unnormalised matrix, and all normalisation is postponed to the probability.

## Permanents −3, 6 and 0 for three bosons

Let \(w\) be a complex number with \(1+w+w^2=0\), so that \(w=e^{\pm 2\pi i/3}\), and let \(F_{jk}=w^{jk}\) with \(j,k\in\{0,1,2\}\). Then

\[
\operatorname{perm}F=-3,\qquad
\operatorname{perm}\begin{pmatrix}1&1&1\\1&1&1\\1&w&w^2\end{pmatrix}=0 .
\]

The second matrix consists of rows 0, 0, 1 of \(F\). It belongs to the output with two bosons in mode 0 and one in mode 1, which is therefore suppressed.

The zero is an instance of a law for \(n\) modes. Let \(w\) be a primitive \(n\)-th root of unity, let \(F_{jk}=w^{jk}\) with \(j,k\in\{0,\dots,n-1\}\), and let one boson enter each mode. If \(n\) does not divide \(S=\sum_i f(i)\), the amplitude for the output \(f\) is zero. For three modes the converse also holds, and the probabilities are as follows.

| Output | Permanent | Probability |
|---|---|---|
| one boson in each mode | \(-3\) | \(1/3\) |
| all three in one given mode | \(6\) | \(2/9\) |
| two in one mode, one in another | \(0\) | \(0\) |

## Skipping permanents in a linear-optics simulator

One way to simulate non-interacting bosons in a linear network is to evaluate one permanent per output occupation, and general permanents are expensive. For a Fourier network with one boson per input mode, the suppression law lets the code add the output labels first and skip the permanent when the sum is not a multiple of \(n\). For general \(n\) the law works in one direction only: a sum divisible by \(n\) does not promise a non-zero amplitude.

The three-mode values also give reference numbers for a permanent routine. The value \(-3\) depends on the phases, but it is the same for \(w\) and \(\overline w\), so it cannot reveal a wrong sign in the exponent. The probability \(2/9\) also checks the division by \(3!\) for a triply occupied mode. In floating point the zero may appear as a small residue, so a comparison needs a tolerance. The theorems concern exact complex numbers and give no bound on that residue.

The probabilities belong to occupations. Summing them over all maps \(f\) would count the output with one boson in each mode six times.

## A cyclic shift of the inputs forces the zero

For an output \(f\), define \(A_{ij}=F_{f(i),j}=w^{f(i)j}\). Its permanent is

\[
P=\sum_\sigma\prod_i A_{\sigma(i),i},
\]

where \(\sigma\) runs over the permutations of \(\{0,\dots,n-1\}\). Replace each column index \(j\) by \(j+1\) modulo \(n\). Since \(w^n=1\), the wrap-around does no harm, and

\[
A_{i,j+1}=w^{f(i)}A_{ij}.
\]

Permuting columns leaves a permanent unchanged. On the other hand, every term of the sum acquires the same phase, because \(\prod_i w^{f(\sigma(i))}=w^{S}\) for each \(\sigma\). Hence

\[
P=w^{S}P,\qquad (w^{S}-1)P=0 .
\]

For a primitive \(n\)-th root of unity, \(w^S=1\) exactly when \(n\) divides \(S\). If it does not, the first factor is non-zero and \(P=0\).

**Three modes.** From \((w-1)(1+w+w^2)=w^3-1\) we get \(w^3=1\). Also \(w\neq1\), since \(1+1+1\neq0\). The order of \(w\) divides the prime 3 and is not 1, so \(w\) is a primitive cube root of unity.

It follows that \(|w|=1\) and \(\overline{w}=w^2\). The entries of \(FF^\dagger\) are

\[
(FF^\dagger)_{jk}=\sum_{l=0}^{2}w^{(j-k)l}.
\]

This is 3 for \(j=k\). For \(j\neq k\), the number \(w^{j-k}\) is \(w\) or \(w^2\), and the sum is \(1+w+w^2=0\) in both cases. Thus \(F/\sqrt3\) is unitary.

The six products in the permanent of \(F\) give

\[
\operatorname{perm}F=w^5+w^4+w+w^4+w^2+w^2=w^5+2w^4+2w^2+w .
\]

With \(w^5=w^2\) and \(w^4=w\) this becomes \(3w^2+3w=-3\). For rows 0, 0, 1 the label sum is \(S=1\), so the law gives zero. Direct expansion agrees: the permanent is \(2(1+w+w^2)=0\).

If the three bosons leave in different modes, \(A\) is \(F\) with its rows permuted, and the permanent is again \(-3\). If all leave in mode \(a\), every row is \((1,w^a,w^{2a})\). Each of the six products is then \(w^{3a}=1\), and the permanent is 6. In the remaining case two bosons leave in mode \(a\) and one in \(b\neq a\). Then \(S=2a+b\equiv b-a\pmod 3\), which is not zero modulo 3, so the output is suppressed.

**Probabilities.** The physical transfer matrix is \(F/\sqrt n\), which divides the permanent by \(n^{n/2}\). Let \(s_k\) be the number of bosons in output mode \(k\). Normalising the output Fock state divides the amplitude by \(\sqrt{\prod_k s_k!}\), so

\[
p=\frac{|P|^2}{n^n\prod_k s_k!}.
\]

For three modes this gives \(9/27=1/3\) and \(36/(27\cdot6)=2/9\). The normalised amplitudes are \(-1/\sqrt3\) and \(\sqrt2/3\). There is one occupation of the first kind and there are three of the second, and \(1/3+3\cdot 2/9=1\).

## Lean source for the suppression law and the three-mode statistics

```lean
import Mathlib

open Matrix ComplexConjugate
open scoped Nat

namespace FourierInterferometer

noncomputable section

/-- The `n`-by-`n` matrix with entries `w ^ (j * k)`. For `w` a primitive `n`-th root of unity it is
the unnormalised transfer matrix of the `n`-mode Fourier interferometer. -/
def fourier (n : ℕ) (w : ℂ) : Matrix (Fin n) (Fin n) ℂ :=
  Matrix.of fun j k => w ^ ((j : ℕ) * (k : ℕ))

/-- The permanent of the matrix whose rows are the rows `f i` of `fourier n w`. For `w` a primitive
`n`-th root of unity it is the unnormalised amplitude for bosons entering one per mode and leaving
in the modes `f 0, f 1, ...`. -/
def amplitude {n : ℕ} (w : ℂ) (f : Fin n → Fin n) : ℂ :=
  ((fourier n w).submatrix f id).permanent

/-- The product of the factorials of the output occupation numbers. -/
def occupationFactor {n : ℕ} (f : Fin n → Fin n) : ℕ :=
  ∏ k, (Finset.univ.filter fun i => f i = k).card !

/-- The squared modulus of `amplitude w f` divided by `n ^ n` and by `occupationFactor f`. For `w` a
primitive `n`-th root of unity it is the probability of the output occupation described by `f`, for
one boson per input mode and the transfer matrix `fourier n w` divided by `√n`. -/
def outputProb {n : ℕ} (w : ℂ) (f : Fin n → Fin n) : ℝ :=
  ‖amplitude w f‖ ^ 2 / ((n : ℝ) ^ n * (occupationFactor f : ℝ))

/-- Suppression law: for `w` a primitive `n`-th root of unity and one boson per input mode,
the amplitude vanishes whenever the sum of the output mode labels is not divisible by `n`. -/
theorem suppression_law {n : ℕ} {w : ℂ} (hw : IsPrimitiveRoot w n) (f : Fin n → Fin n)
    (hf : ¬ n ∣ ∑ i, (f i : ℕ)) : amplitude w f = 0 := by
  rcases n with _ | m
  · simp at hf
  -- a cyclic shift of the input modes multiplies row `i` by the phase `w ^ f i`
  have hs (j : Fin (m + 1)) : w ^ ((j + 1 : Fin (m + 1)) : ℕ) = w ^ (j : ℕ) * w := by
    have h1 : ((1 : Fin (m + 1)) : ℕ) = 1 % (m + 1) := rfl
    rw [Fin.val_add, ← pow_eq_pow_mod _ hw.pow_eq_one, pow_add, h1,
      ← pow_eq_pow_mod _ hw.pow_eq_one, pow_one]
  have hrow (i j : Fin (m + 1)) :
      fourier (m + 1) w (f i) (j + 1) = w ^ (f i : ℕ) * fourier (m + 1) w (f i) j := by
    change w ^ ((f i : ℕ) * ((j + 1 : Fin (m + 1)) : ℕ))
      = w ^ (f i : ℕ) * w ^ ((f i : ℕ) * (j : ℕ))
    rw [pow_mul', hs, mul_pow, ← pow_mul', mul_comm]
  -- the permanent does not notice the shift
  have hinv := Matrix.permanent_permute_rows (Equiv.addRight (1 : Fin (m + 1)))
    ((fourier (m + 1) w).submatrix f id)
  have hphase : (((fourier (m + 1) w).submatrix f id).submatrix id
      (Equiv.addRight (1 : Fin (m + 1)))).permanent
      = w ^ (∑ i, (f i : ℕ)) * amplitude w f := by
    unfold amplitude Matrix.permanent
    rw [Finset.mul_sum]
    refine Finset.sum_congr rfl fun σ _ => ?_
    rw [← Finset.prod_pow_eq_pow_sum, ← Equiv.prod_comp σ (fun i => w ^ (f i : ℕ)),
      ← Finset.prod_mul_distrib]
    exact Finset.prod_congr rfl fun i _ => hrow (σ i) i
  have hne : w ^ (∑ i, (f i : ℕ)) - 1 ≠ 0 := fun h =>
    hf ((hw.pow_eq_one_iff_dvd _).mp (sub_eq_zero.mp h))
  have hz : (w ^ (∑ i, (f i : ℕ)) - 1) * amplitude w f = 0 := by
    have h : w ^ (∑ i, (f i : ℕ)) * amplitude w f = amplitude w f := hphase.symm.trans hinv
    linear_combination h
  exact (mul_eq_zero.mp hz).resolve_left hne

/-- A complex number with `1 + w + w ^ 2 = 0` is a primitive cube root of unity. -/
theorem primitive_cube_root {w : ℂ} (h : 1 + w + w ^ 2 = 0) : IsPrimitiveRoot w 3 := by
  have h3 : w ^ 3 = 1 := by linear_combination (w - 1) * h
  have h1 : w ≠ 1 := by
    intro e
    rw [e] at h
    norm_num at h
  have : Fact (Nat.Prime 3) := ⟨Nat.prime_three⟩
  have ho := IsPrimitiveRoot.orderOf w
  rwa [orderOf_eq_prime h3 h1] at ho

/-- For `1 + w + w ^ 2 = 0` the three-mode Fourier matrix is unitary up to normalisation:
its product with its adjoint is three times the identity. -/
theorem fourier_three_mul_adjoint {w : ℂ} (h : 1 + w + w ^ 2 = 0) :
    fourier 3 w * (fourier 3 w)ᴴ = (3 : ℂ) • (1 : Matrix (Fin 3) (Fin 3) ℂ) := by
  have h3 : w ^ 3 = 1 := by linear_combination (w - 1) * h
  have hn : ‖w‖ = 1 := (primitive_cube_root h).norm'_eq_one (by norm_num)
  have hm : w * conj w = 1 := by
    rw [Complex.mul_conj, Complex.normSq_eq_norm_sq, hn]
    norm_num
  -- complex conjugation squares the phase
  have hc : conj w = w ^ 2 := by linear_combination w ^ 2 * hm - conj w * h3
  ext i j
  fin_cases i <;> fin_cases j <;>
    simp [fourier, Matrix.mul_apply, Fin.sum_univ_three, hc] <;> grind

/-- The permanent of a three-by-three matrix as a sum of six products. -/
theorem permanent_three (M : Matrix (Fin 3) (Fin 3) ℂ) :
    M.permanent = M 0 0 * M 1 1 * M 2 2 + M 1 0 * M 0 1 * M 2 2 + M 2 0 * M 1 1 * M 0 2
      + M 0 0 * M 2 1 * M 1 2 + M 1 0 * M 2 1 * M 0 2 + M 2 0 * M 0 1 * M 1 2 := by
  have hu : (Finset.univ : Finset (Equiv.Perm (Fin 3))) =
      {1, Equiv.swap 0 1, Equiv.swap 0 2, Equiv.swap 1 2,
        Equiv.swap 0 1 * Equiv.swap 1 2, Equiv.swap 1 2 * Equiv.swap 0 1} := by
    decide +kernel
  rw [Matrix.permanent, hu, Finset.sum_insert (by decide +kernel),
    Finset.sum_insert (by decide +kernel), Finset.sum_insert (by decide +kernel),
    Finset.sum_insert (by decide +kernel), Finset.sum_insert (by decide +kernel),
    Finset.sum_singleton]
  simp only [Fin.prod_univ_three]
  change M 0 0 * M 1 1 * M 2 2 + (M 1 0 * M 0 1 * M 2 2 + (M 2 0 * M 1 1 * M 0 2
    + (M 0 0 * M 2 1 * M 1 2 + (M 1 0 * M 2 1 * M 0 2 + M 2 0 * M 0 1 * M 1 2)))) = _
  ring

/-- For `1 + w + w ^ 2 = 0` the three-mode Fourier matrix has permanent `-3`, while the
matrix made of its rows `0, 0, 1` has permanent `0`. -/
theorem permanent_fourier_three {w : ℂ} (h : 1 + w + w ^ 2 = 0) :
    (fourier 3 w).permanent = -3 ∧
      ((fourier 3 w).submatrix ![0, 0, 1] id).permanent = 0 := by
  constructor
  · have h3 : w ^ 3 = 1 := by linear_combination (w - 1) * h
    have e : (fourier 3 w).permanent = w ^ 5 + 2 * w ^ 4 + 2 * w ^ 2 + w := by
      rw [permanent_three]
      simp [fourier]
      ring
    rw [e]
    linear_combination (w ^ 2 + 2 * w) * h3 + 3 * h
  · -- the output labels add up to one, which three does not divide
    exact suppression_law (primitive_cube_root h) ![0, 0, 1] (by decide +kernel)

/-- For `1 + w + w ^ 2 = 0`, the amplitude is `-3` if the three bosons leave in different
modes, and `6` if they all leave in the same mode. -/
theorem amplitude_three {w : ℂ} (h : 1 + w + w ^ 2 = 0) (f : Fin 3 → Fin 3) :
    (Function.Injective f → amplitude w f = -3) ∧
      ((∀ i, f i = f 0) → amplitude w f = 6) := by
  constructor
  · intro hf
    have hp := Matrix.permanent_permute_cols
      (Equiv.ofBijective f (Finite.injective_iff_bijective.mp hf)) (fourier 3 w)
    exact hp.trans (permanent_fourier_three h).1
  · intro hf
    have h3 : w ^ 3 = 1 := by linear_combination (w - 1) * h
    -- each of the six terms is the same phase, a power of `w ^ 3`
    have e : amplitude w f = 6 * (w ^ 3) ^ (f 0 : ℕ) := by
      rw [amplitude, permanent_three]
      simp only [Matrix.submatrix_apply, id_eq, hf 1, hf 2]

      simp only [fourier, Matrix.of_apply, Fin.val_zero, Fin.val_one, Fin.val_two]
      ring
    rw [e, h3, one_pow, mul_one]

/-- For `1 + w + w ^ 2 = 0` and one boson per input mode, a three-boson output is suppressed
exactly when the sum of its mode labels is not divisible by three. -/
theorem suppressed_iff {w : ℂ} (h : 1 + w + w ^ 2 = 0) (f : Fin 3 → Fin 3) :
    amplitude w f = 0 ↔ ¬ 3 ∣ ∑ i, (f i : ℕ) := by
  refine ⟨fun h0 hd => ?_, suppression_law (primitive_cube_root h) f⟩
  have key : ∀ g : Fin 3 → Fin 3, 3 ∣ ∑ i, (g i : ℕ) →
      Function.Injective g ∨ ∀ i, g i = g 0 := by decide +kernel
  rcases key f hd with hf | hf
  · rw [(amplitude_three h f).1 hf] at h0
    norm_num at h0
  · rw [(amplitude_three h f).2 hf] at h0
    norm_num at h0

/-- Output statistics for `1 + w + w ^ 2 = 0` and one boson per input mode: probability `1/3`
for three different modes, `2/9` for all bosons in one given mode, and `0` if the sum of the
mode labels is not divisible by three. -/
theorem output_statistics {w : ℂ} (h : 1 + w + w ^ 2 = 0) (f : Fin 3 → Fin 3) :
    (Function.Injective f → outputProb w f = 1 / 3) ∧
      ((∀ i, f i = f 0) → outputProb w f = 2 / 9) ∧
      (¬ 3 ∣ ∑ i, (f i : ℕ) → outputProb w f = 0) := by
  have k1 : ∀ g : Fin 3 → Fin 3, Function.Injective g → occupationFactor g = 1 := by
    decide +kernel
  have k2 : ∀ g : Fin 3 → Fin 3, (∀ i, g i = g 0) → occupationFactor g = 6 := by
    decide +kernel
  refine ⟨fun hf => ?_, fun hf => ?_, fun hf => ?_⟩
  · rw [outputProb, (amplitude_three h f).1 hf, k1 f hf]
    norm_num
  · rw [outputProb, (amplitude_three h f).2 hf, k2 f hf]
    norm_num
  · rw [outputProb, (suppressed_iff h f).2 hf]
    simp

end

end FourierInterferometer
```

```lean
#print axioms FourierInterferometer.fourier_three_mul_adjoint
#print axioms FourierInterferometer.permanent_fourier_three
#print axioms FourierInterferometer.output_statistics
```

```
'FourierInterferometer.fourier_three_mul_adjoint' depends on axioms: [propext, Classical.choice, Quot.sound]
'FourierInterferometer.permanent_fourier_three' depends on axioms: [propext, Classical.choice, Quot.sound]
'FourierInterferometer.output_statistics' depends on axioms: [propext, Classical.choice, Quot.sound]
```

## How the definitions encode ports and probabilities

The type `Fin n` holds the labels \(0,\dots,n-1\), and it serves both for modes and for bosons. The matrix `fourier n w` is the unnormalised \(F\); the factor \(1/\sqrt n\) enters only in `outputProb`. The matrix is defined for every complex `w`, and the theorems about it carry the condition on `w` as a hypothesis.

In `amplitude w f`, the expression `submatrix f id` selects row `f i` for boson `i` and keeps all columns, one for each occupied input. The name departs from physics usage, since this number is the bare permanent and not the normalised transition amplitude. `occupationFactor f` is \(\prod_k s_k!\), and `outputProb w f` is the probability \(p\) above.

`suppression_law` assumes `IsPrimitiveRoot w n`. For \(n\ge1\) this says that \(w^n=1\) and that no smaller positive power of \(w\) equals 1. For \(n=0\) and \(n=1\) the label sum is always divisible by \(n\), so the theorem holds without saying anything. The three-mode theorems assume only `1 + w + w ^ 2 = 0`, the condition that the three phases cancel.

`permanent_fourier_three` states the two values in the title. `suppressed_iff` is the exact criterion for three modes, and `output_statistics` gives the three probabilities. In these statements `Function.Injective f` means that the bosons leave in different modes, and `∀ i, f i = f 0` means that they leave together.

## From the phase argument to the Lean proofs

In `suppression_law`, `hs` handles the wrap-around of the shifted input label, and `hrow` is the relation \(A_{i,j+1}=w^{f(i)}A_{ij}\). The invariance of the permanent is `hinv`. It comes from Mathlib's `permanent_permute_rows`, which, despite its name, rearranges the second index, called the column index here. `hphase` extracts the common phase from the sum over permutations; the step with `Equiv.prod_comp` reorders \(\prod_i w^{f(i)}\) into \(\prod_i w^{f(\sigma(i))}\). Finally, `hz` is the equation \((w^S-1)P=0\), and `hne` excludes a vanishing first factor.

`primitive_cube_root` connects the quadratic relation with the general law. `fourier_three_mul_adjoint` derives \(\overline w=w^2\) and then checks the nine entries of \(FF^\dagger\). `permanent_three` lists the six permutations and writes out their products. In `permanent_fourier_three`, `linear_combination` reduces the resulting polynomial in `w` to \(-3\), while the zero comes from `suppression_law`.

`amplitude_three` treats different output modes as a row permutation of \(F\), and a common output mode as six equal phases. For the converse in `suppressed_iff`, the hand argument with \(b-a\) is replaced by a finite check: `decide +kernel` runs through all 27 maps and finds that a label sum divisible by three occurs only when the modes are all different or all equal. The same method supplies the occupation factors 1 and 6 in `output_statistics`.

## From the permanent to detector counts

The step from this model to an experiment is the rule that indistinguishable bosons in a lossless linear network have transition amplitudes given by permanents. Here that rule is built into the definitions of `amplitude` and `outputProb`; it is not derived from creation operators on Fock space. Partial distinguishability, loss and errors in the phases of the network all lie beyond the model, and each can change the counts in a suppressed output.

Two further limits matter to a programmer. The unitarity of the normalised matrix is established for three modes, whereas the suppression law is established for every \(n\). Both the law and the table require one boson in each input mode, so a code that accepts other input occupations must not apply the label-sum rule to them on the strength of these theorems.
